# For an absolutely summable autocovariance, N times the variance of an N-sample mean converges to the autocovariance summed over all lags

Let $X_0, X_1, \dots$ be a time series with finite second moments whose covariances depend only on the time separation, $\mathrm{Cov}(X_i,X_j)=C(|i-j|)$. If $\sum_k |C(k)|<\infty$, then

$$
N\,\mathrm{Var}\Big(\frac1N\sum_{i=0}^{N-1}X_i\Big)=\frac1N\sum_{i,j=0}^{N-1}C(|i-j|)\;\longrightarrow\; A = C(0)+2\sum_{k=0}^{\infty}C(k+1).
$$

If $C(0)\neq0$, then $A=2\tau\,C(0)$, where $\tau=\tfrac12+\sum_{k=0}^{\infty}C(k+1)/C(0)$ is the integrated correlation time in units of the sampling interval.

## Correlated samples and error bars

Successive configurations of a molecular dynamics run resemble each other, so $N$ of them usually carry less information than $N$ independent draws. When $\tau>0$, the variance of the mean is approximately $2\tau C(0)/N$ for large $N$. Independent samples have $\tau=\tfrac12$ and give back $C(0)/N$. In first-principles dynamics, where every step costs an electronic-structure calculation, this fixes how long a run must be for a given error bar, provided that the covariances are stationary and summable.

Summability means that the covariances of the recorded observable die out fast enough with the lag for their absolute values to have a finite sum. An undamped oscillation, $C(k)=v\cos(\omega k)$ with $v>0$, violates it. The condition $C(0)\neq0$ says that the observable fluctuates at all.

## From the double sum to the limit

Expanding the variance of a sum into covariances gives

$$
\mathrm{Var}\Big(\frac1N\sum_{i=0}^{N-1} X_i\Big)=\frac1{N^2}\sum_{i,j=0}^{N-1}C(|i-j|)=\frac{S_N}{N^2},
$$

where $S_N$ denotes the double sum. Multiplying by $N$ leaves $S_N/N$.

Now enlarge the record from $n$ to $n+1$ samples. The array of pairs gains one diagonal entry $C(0)$, a column with lags $n,\dots,1$ and a row with the same lags. Hence

$$
S_{n+1}-S_n=A_n,\qquad A_M=C(0)+2\sum_{k=0}^{M-1}C(k+1).
$$

Since $S_0=0$, it follows that $S_N=\sum_{M=0}^{N-1}A_M$, and $S_N/N$ is the average of the first $N$ partial sums $A_M$.

Absolute summability gives $A_M\to A$. For $\varepsilon>0$, choose $M_0$ with $|A_M-A|<\varepsilon$ for all $M\ge M_0$. For $N\geq M_0$ and $N\geq1$,

$$
\Big|\frac{S_N}{N}-A\Big|\le\frac1N\sum_{M=0}^{M_0-1}|A_M-A|+\varepsilon .
$$

The first term vanishes as $N\to\infty$, and $\varepsilon$ was arbitrary, so $S_N/N\to A$.

The same averages give an exact formula for finite $N\ge1$. The term $C(k+1)$ occurs in $A_M$ for $M=k+1,\dots,N-1$, which is $N-k-1$ times, so

$$
\frac{S_N}{N}=C(0)+2\sum_{k=0}^{N-1}\Big(1-\frac{k+1}{N}\Big)C(k+1).
$$

The last term has weight zero.

For $C(k)=v a^k$ with $|a|<1$, the geometric series gives

$$
A=v+\frac{2va}{1-a}=v\,\frac{1+a}{1-a}.
$$

## Three samples with halving correlations

Take $v=1$, $a=\tfrac12$ and $N=3$. The nine pairs contain lag 0 three times, lag 1 four times and lag 2 twice:

$$
\frac{S_3}{3}=\frac13\Big(3+4\cdot\frac12+2\cdot\frac14\Big)=\frac{11}{6}\approx1.83 .
$$

The partial sums $1,\,2,\,\tfrac52$ have the same average. The limit is $3$, so $\tau=\tfrac32$: a long record is worth about a third as many independent samples.

## Estimating the sum from a trajectory

One way to obtain an error bar is to take a recorded scalar such as the potential energy, subtract its mean, estimate $C(k)$ and add the estimates up to a cutoff lag. If the resulting estimate of $\tau$ is positive, the error bar is $\sqrt{2\tau C(0)/N}$ with estimated values inserted. The cutoff matters: if every lag is kept, with each sum of products divided by $N$, the estimate of $A$ is exactly zero, because the deviations from the sample mean add up to zero.

## How the Lean statements read

`scaledVariance C N` is $S_N/N$, `asymptoticVariance C` is $A$, and `correlationTime C` is $\tau$, with the convention that includes the $\tfrac12$. The lag is written `((i : ℤ) - j).natAbs`, because subtraction of natural numbers would cut negative differences off at zero.

`HasAutocovariance μ X C` says that each `X i` is square-integrable and that the covariances are given by `C`. It doesn't require equal means, so the variance says nothing about a systematic drift. `tendsto_variance_sampleMean` adds a probability measure and summability of `|C k|`, and concludes with the limit for Mathlib's variance of the actual sample mean. `tendsto_scaledVariance` is the same limit for the double sum alone, with any absolutely summable real sequence.

Summability is assumed and not derived from any dynamics. The function $C$ is the exact autocovariance, so the error of estimating it is not treated, nor are a rate of convergence or a Gaussian distribution of the mean.

## The Lean file

```lean
import Mathlib

open MeasureTheory ProbabilityTheory Filter Topology

namespace CorrelatedSampling

noncomputable section

/-- The double sum `(1/N) ∑ C(|i - j|)` over `i, j < N`, for a record of `N ≥ 1` samples. -/
def scaledVariance (C : ℕ → ℝ) (N : ℕ) : ℝ :=
  (N : ℝ)⁻¹ * ∑ i ∈ Finset.range N, ∑ j ∈ Finset.range N, C ((i : ℤ) - j).natAbs

/-- The autocovariance summed over all positive and negative time lags,
`C(0) + 2 ∑ C(k)` with `k ≥ 1`. -/
def asymptoticVariance (C : ℕ → ℝ) : ℝ := C 0 + 2 * ∑' k, C (k + 1)

/-- The integrated correlation time `1/2 + ∑ C(k)/C(0)` with `k ≥ 1`, in units of the
sampling interval, for `C(0) ≠ 0`. -/
def correlationTime (C : ℕ → ℝ) : ℝ := 1 / 2 + ∑' k, C (k + 1) / C 0

/-- The time series `X` has finite second moments, and the covariance of two samples is `C`
evaluated at their time separation. -/
structure HasAutocovariance {Ω : Type*} [MeasurableSpace Ω] (μ : Measure Ω)
    (X : ℕ → Ω → ℝ) (C : ℕ → ℝ) : Prop where
  memLp : ∀ i, MemLp (X i) 2 μ
  cov_eq : ∀ i j : ℕ, cov[X i, X j; μ] = C ((i : ℤ) - j).natAbs

/-- The double sum of covariances is the sum over `M < N` of the lag sums truncated at
lag `M`. -/
theorem doubleSum_eq (C : ℕ → ℝ) (N : ℕ) :
    ∑ i ∈ Finset.range N, ∑ j ∈ Finset.range N, C ((i : ℤ) - j).natAbs =
      ∑ M ∈ Finset.range N, (C 0 + 2 * ∑ k ∈ Finset.range M, C (k + 1)) := by
  induction N with
  | zero => simp
  | succ n ih =>
    -- the new column and the new row both run once over the lags 1, ..., n
    have hcol : ∑ i ∈ Finset.range n, C ((i : ℤ) - n).natAbs =
        ∑ k ∈ Finset.range n, C (k + 1) := by
      rw [← Finset.sum_range_reflect (fun k => C (k + 1))]
      refine Finset.sum_congr rfl fun i hi => ?_
      have hi' := Finset.mem_range.mp hi
      congr 1
      omega
    have hrow : ∑ j ∈ Finset.range n, C ((n : ℤ) - j).natAbs =
        ∑ k ∈ Finset.range n, C (k + 1) := by
      rw [← hcol]
      refine Finset.sum_congr rfl fun i _ => ?_
      congr 1
      omega
    have hdiag : C ((n : ℤ) - n).natAbs = C 0 := by simp
    simp only [Finset.sum_range_succ, Finset.sum_add_distrib] at ih ⊢
    rw [hcol, hrow, hdiag]
    linear_combination ih

/-- For a finite record of `N` samples, the lag `k` enters the scaled variance with the
triangular weight `1 - k/N`. -/
theorem scaledVariance_eq_triangular (C : ℕ → ℝ) {N : ℕ} (hN : N ≠ 0) :
    scaledVariance C N =
      C 0 + 2 * ∑ k ∈ Finset.range N, (1 - ((k : ℝ) + 1) / N) * C (k + 1) := by
  have hN' : (N : ℝ) ≠ 0 := Nat.cast_ne_zero.mpr hN
  -- count how often each lag occurs
  have hcount : ∀ n : ℕ,
      ∑ M ∈ Finset.range n, (C 0 + 2 * ∑ k ∈ Finset.range M, C (k + 1)) =
        n * C 0 + 2 * ∑ k ∈ Finset.range n, ((n : ℝ) - (k + 1)) * C (k + 1) := by
    intro n
    induction n with
    | zero => simp
    | succ n ih =>
      have hs : ∑ k ∈ Finset.range n, ((n : ℝ) + 1 - (k + 1)) * C (k + 1) =
          ∑ k ∈ Finset.range n, ((n : ℝ) - (k + 1)) * C (k + 1) +
            ∑ k ∈ Finset.range n, C (k + 1) := by
        rw [← Finset.sum_add_distrib]
        exact Finset.sum_congr rfl fun k _ => by ring
      rw [Finset.sum_range_succ, ih, Finset.sum_range_succ]
      push_cast
      rw [hs]
      ring
  have hw : ∑ k ∈ Finset.range N, (1 - ((k : ℝ) + 1) / N) * C (k + 1) =
      (N : ℝ)⁻¹ * ∑ k ∈ Finset.range N, ((N : ℝ) - (k + 1)) * C (k + 1) := by
    rw [Finset.mul_sum]
    refine Finset.sum_congr rfl fun k _ => ?_
    field_simp
  rw [scaledVariance, doubleSum_eq, hcount, hw, mul_add, inv_mul_cancel_left₀ hN']
  ring

/-- For an absolutely summable autocovariance, `(1/N) ∑ C(|i - j|)` converges to
`C(0) + 2 ∑ C(k)` with `k ≥ 1`. -/
theorem tendsto_scaledVariance {C : ℕ → ℝ} (hC : Summable fun k => |C k|) :
    Tendsto (scaledVariance C) atTop (𝓝 (asymptoticVariance C)) := by
  have hs : Summable fun k => C (k + 1) := (summable_nat_add_iff 1).mpr (summable_abs_iff.mp hC)
  have hu : Tendsto (fun M : ℕ => C 0 + 2 * ∑ k ∈ Finset.range M, C (k + 1)) atTop
      (𝓝 (asymptoticVariance C)) :=
    (hs.hasSum.tendsto_sum_nat.const_mul 2).const_add (C 0)
  -- the scaled variance is the Cesàro mean of these partial sums
  refine hu.cesaro.congr fun N => ?_
  rw [scaledVariance, doubleSum_eq]

/-- In units of the single-sample variance `C(0)`, the scaled variance converges to twice the
integrated correlation time. -/
theorem tendsto_correlationTime {C : ℕ → ℝ} (hC : Summable fun k => |C k|) (h0 : C 0 ≠ 0) :
    Tendsto (fun N => scaledVariance C N / C 0) atTop (𝓝 (2 * correlationTime C)) := by
  have h : asymptoticVariance C / C 0 = 2 * correlationTime C := by
    rw [asymptoticVariance, correlationTime, tsum_div_const, add_div, div_self h0]
    ring
  rw [← h]
  exact (tendsto_scaledVariance hC).div_const (C 0)

/-- `N` times the variance of the mean of `N` samples is `(1/N) ∑ C(|i - j|)`. -/
theorem variance_sampleMean {Ω : Type*} [MeasurableSpace Ω] {μ : Measure Ω}
    [IsProbabilityMeasure μ] {X : ℕ → Ω → ℝ} {C : ℕ → ℝ} (hX : HasAutocovariance μ X C) (N : ℕ) :
    N * Var[fun ω => (N : ℝ)⁻¹ * ∑ i ∈ Finset.range N, X i ω; μ] = scaledVariance C N := by
  rw [variance_const_mul, variance_fun_sum' fun i _ => hX.memLp i, scaledVariance]
  simp only [hX.cov_eq]
  rcases eq_or_ne N 0 with rfl | hN
  · simp
  · have hN' : (N : ℝ) ≠ 0 := Nat.cast_ne_zero.mpr hN
    rw [← mul_assoc]
    congr 1
    field_simp

/-- For a time series with absolutely summable autocovariance, `N` times the variance of the
`N`-sample mean converges to `C(0) + 2 ∑ C(k)` with `k ≥ 1`. -/
theorem tendsto_variance_sampleMean {Ω : Type*} [MeasurableSpace Ω] {μ : Measure Ω}
    [IsProbabilityMeasure μ] {X : ℕ → Ω → ℝ} {C : ℕ → ℝ} (hX : HasAutocovariance μ X C)
    (hC : Summable fun k => |C k|) :
    Tendsto (fun N : ℕ => N * Var[fun ω => (N : ℝ)⁻¹ * ∑ i ∈ Finset.range N, X i ω; μ])
      atTop (𝓝 (asymptoticVariance C)) :=
  (tendsto_scaledVariance hC).congr fun N => (variance_sampleMean hX N).symm

/-- Independent standard normal samples have the absolutely summable autocovariance that is
one at lag zero and zero at all other lags. -/
theorem hasAutocovariance_witness :
    HasAutocovariance (Measure.infinitePi fun _ : ℕ => gaussianReal 0 1)
      (fun i ω => ω i) (fun k => if k = 0 then 1 else 0) ∧
    Summable fun k : ℕ => |if k = 0 then (1 : ℝ) else 0| := by
  have hp := fun i : ℕ => measurePreserving_eval_infinitePi (fun _ : ℕ => gaussianReal 0 1) i
  have hL : ∀ i : ℕ, MemLp (fun ω : ℕ → ℝ => ω i) 2
      (Measure.infinitePi fun _ : ℕ => gaussianReal 0 1) := fun i =>
    (memLp_id_gaussianReal' 2 (by simp)).comp_measurePreserving (hp i)
  refine ⟨⟨hL, fun i j => ?_⟩, ?_⟩
  · rcases eq_or_ne i j with rfl | hij
    · -- equal times: the variance of a standard normal variable
      have h := variance_map (X := id) (μ := Measure.infinitePi fun _ : ℕ => gaussianReal 0 1)
        aemeasurable_id (hp i).measurable.aemeasurable
      rw [(hp i).map_eq, variance_id_gaussianReal] at h
      rw [covariance_self (hL i).aestronglyMeasurable.aemeasurable]
      exact h.symm.trans (by simp)
    · -- different times: independence
      have hI := iIndepFun_infinitePi (P := fun _ : ℕ => gaussianReal 0 1)
        (X := fun _ x => x) (fun _ => measurable_id)
      have hne : ((i : ℤ) - j).natAbs ≠ 0 := by omega
      rw [if_neg hne]
      exact (hI.indepFun hij).covariance_eq_zero (hL i) (hL j)
  · refine summable_of_ne_finset_zero (s := {0}) fun k hk => ?_
    have hk' : k ≠ 0 := by simpa using hk
    simp [hk']

/-- For the exponentially decaying autocovariance `C(k) = v aᵏ` with `|a| < 1`, the scaled
variance converges to `v (1 + a) / (1 - a)`. -/
theorem tendsto_scaledVariance_geometric (v : ℝ) {a : ℝ} (ha : |a| < 1) :
    Tendsto (scaledVariance fun k => v * a ^ k) atTop (𝓝 (v * (1 + a) / (1 - a))) := by
  have h1 : 1 - a ≠ 0 := (sub_pos.mpr (abs_lt.mp ha).2).ne'
  have ht : ∑' k : ℕ, v * a ^ (k + 1) = v * a * (1 - a)⁻¹ := by
    rw [← tsum_geometric_of_abs_lt_one ha, ← tsum_mul_left]
    exact tsum_congr fun k => by ring
  have hlim : asymptoticVariance (fun k => v * a ^ k) = v * (1 + a) / (1 - a) := by
    rw [asymptoticVariance, ht]
    field_simp
    ring
  rw [← hlim]
  exact tendsto_scaledVariance ((summable_geometric_of_abs_lt_one ha).mul_left v).abs

end

end CorrelatedSampling
```

```lean
#print axioms CorrelatedSampling.scaledVariance_eq_triangular
#print axioms CorrelatedSampling.tendsto_correlationTime
#print axioms CorrelatedSampling.tendsto_variance_sampleMean
#print axioms CorrelatedSampling.tendsto_scaledVariance_geometric
```

```
'CorrelatedSampling.scaledVariance_eq_triangular' depends on axioms: [propext, Classical.choice, Quot.sound]
'CorrelatedSampling.tendsto_correlationTime' depends on axioms: [propext, Classical.choice, Quot.sound]
'CorrelatedSampling.tendsto_variance_sampleMean' depends on axioms: [propext, Classical.choice, Quot.sound]
'CorrelatedSampling.tendsto_scaledVariance_geometric' depends on axioms: [propext, Classical.choice, Quot.sound]
```

## How the proof follows the derivation

`doubleSum_eq` proves $S_N=\sum_{M<N}A_M$ by induction. Its `hcol` reverses the order of the new column with `Finset.sum_range_reflect`, `hrow` identifies the row with the column, and `hdiag` supplies $C(0)$. `linear_combination ih` then adds these to the previous double sum.

`tendsto_scaledVariance` turns summability into convergence of the partial sums, and `hu.cesaro` supplies the averaging argument. `tendsto_correlationTime` keeps the summability hypothesis, adds $C(0)\neq0$ and divides by $C(0)$.

`scaledVariance_eq_triangular` counts the lags by a second induction, `hcount`, and `hw` moves the factor $1/N$ into the weights.

`variance_sampleMean` pulls out the constant with `variance_const_mul`, expands with `variance_fun_sum'` and inserts `cov_eq`. This identity carries the limit over to the time series in `tendsto_variance_sampleMean`.

`hasAutocovariance_witness` shows that independent standard normal samples satisfy the hypotheses: equal times give variance one, and independence makes the other covariances zero. `tendsto_scaledVariance_geometric` evaluates the limit with the geometric series.
